# Particle-hole symmetry fixes the parity of the characteristic polynomial and forces a zero mode in odd dimension

Let \(H\) be a Hermitian \(N\times N\) complex matrix and \(U\) an invertible matrix with \(U\overline H=-HU\), the bar denoting entrywise complex conjugation. Then the characteristic polynomial \(p(x)=\det(x-H)\) obeys
\[ p(-x)=(-1)^N p(x). \]
The coefficient of \(x^k\) vanishes when \(N+k\) is odd, and the multiplicity of the root \(0\) has the parity of \(N\). For odd \(N\), \(\det H=0\) and there is a vector \(v\neq0\) with \(Hv=0\).

A quadratic Hamiltonian in finitely many Majorana operators has a single-particle matrix \(H=iA\) with \(A\) real and antisymmetric, which obeys the relation with \(U=1\), so a decoupled block of odd size carries a zero-energy mode. In the nearest-neighbour Hückel model of an alternant hydrocarbon, with equal site energies set to zero, \(H\) is real and \(U=\mathrm{diag}(\pm1)\) on the two sublattices, so an odd number of centres gives a non-bonding orbital. These applications, and every remark or counter-example in this note that has no Lean name attached, rest on arguments by hand alone.

## The derivation by hand

Step 1. Hermiticity means \(\overline{H_{ji}}=H_{ij}\), so \(\overline H=H^{T}\), and the relation becomes \(UH^{T}=-HU\).

Step 2. For any complex \(x\),
\[ U(x-H)^{T}=xU-UH^{T}=xU+HU=(x+H)U . \]

Step 3. Determinants are multiplicative and unchanged by transposition, so \(\det U\,\det(x-H)=\det(x+H)\,\det U\). Since \(\det U\neq0\), it cancels: \(\det(x+H)=\det(x-H)\).

Step 4. Pulling a factor \(-1\) out of each of the \(N\) rows gives
\[ \det(-x-H)=(-1)^N\det(x+H)=(-1)^N\det(x-H). \]
This holds at every complex \(x\), and two complex polynomials that agree everywhere are equal, so \(p(-x)=(-1)^Np(x)\) as polynomials.

Step 5. Write \(p=\sum_k c_kx^k\). Comparing coefficients gives \((-1)^kc_k=(-1)^Nc_k\), hence \(c_k=(-1)^{N+k}c_k\). For odd \(N+k\) this reads \(c_k=-c_k\), so \(c_k=0\). If \(m\) is the multiplicity of the root \(0\), then \(c_m\) is the lowest nonzero coefficient, so \(N+m\) is even.

Step 6. At \(x=0\), step 4 says \(\det(-H)=(-1)^N\det(-H)\). For odd \(N\) this forces \(\det(-H)=0\), so \(\det H=0\), and a singular matrix has a nonzero vector in its kernel.

## Finite dimension

The basis states are labelled by a finite type `n`, the number \(N\) is `Fintype.card n`, state vectors are functions `n → ℂ`, and \(H\) and \(U\) are of type `Matrix n n ℂ`. The labels carry no order or geometry. Finiteness makes the sums in every matrix product finite, and it is what gives the determinant and the sign \((-1)^N\) in steps 3 to 6 their meaning. Operators on infinite-dimensional spaces, band Hamiltonians in which the relation connects \(k\) to \(-k\), and many-body Fock spaces with interactions are not covered.

```lean
import Mathlib

open Matrix
open Polynomial (X)
open ComplexConjugate

namespace ParticleHoleSymmetry

noncomputable section

variable {n : Type*}
```

## Hermiticity

The hypothesis `H.IsHermitian` is \(H^\dagger=H\), the condition that \(H\) is an observable with real energies. By hand it is used once, in step 1. Its role is to turn the conjugate of \(H\), whose determinant is \(\overline{\det H}\), into the transpose, whose determinant is \(\det H\).

In Lean, \(\overline H\) is `H.map (starRingEnd ℂ)`. The lemma `conj_eq_transpose` is step 1: it compares the entries at position \((i,j)\), and the equation \(\overline{H_{ij}}=H_{ji}\) that remains is `hH.apply j i`. Every later use of Hermiticity of a general \(H\) passes through this lemma, which is called in `secular_det_neg`.

```lean
/-- The entrywise complex conjugate of a Hermitian matrix equals its transpose. -/
theorem conj_eq_transpose {H : Matrix n n ℂ} (hH : H.IsHermitian) :
    H.map (starRingEnd ℂ) = Hᵀ := by
  ext i j
  rw [Matrix.map_apply, Matrix.transpose_apply, starRingEnd_apply]
  exact hH.apply j i
```

Without Hermiticity the result fails already for \(N=1\). The matrix \(H=(i)\) has \(\overline H=-H\), so it obeys the relation with \(U=1\), yet \(\det H=i\neq0\), as `nonHermitian_counterexample` states. Here \(p(x)=x-i\), so \(p(-x)=-x-i\) differs from \(-p(x)=-x+i\).

## The particle-hole relation

`IsParticleHole U H` is the matrix equation \(U\overline H=-HU\). It says that the antilinear map \(C v=U\overline v\) anticommutes with \(H\), since \(CHv=U\overline H\,\overline v=-HU\overline v=-HCv\). Complex conjugation is taken in the basis in which \(H\) is written, and \(U\) refers to the same basis. The sign distinguishes this from time reversal, for which the antilinear map commutes with \(H\). The relation is assumed, not derived from a second-quantised Hamiltonian.

```lean
variable [Fintype n]

/-- Particle-hole symmetry of `H` implemented by `U`: the relation `U conj(H) = -H U`. -/
def IsParticleHole (U H : Matrix n n ℂ) : Prop :=
  U * H.map (starRingEnd ℂ) = -H * U
```

The map \(C\) is `phConj U`, where `star v` conjugates each component and `*ᵥ` is the product of a matrix with a column vector.

```lean
/-- The antilinear particle-hole map `v ↦ U conj(v)` on state vectors. -/
def phConj (U : Matrix n n ℂ) (v : n → ℂ) : n → ℂ :=
  U *ᵥ star v
```

By hand the relation is used in step 2, where it converts \(-UH^T\) into \(+HU\). In the proof it appears as the local statement `h'` in `secular_det_neg` and in `phConj_eigenvector`. Without it nothing ties \(E\) to \(-E\): the Hermitian matrix \(H=(1)\) has odd size and determinant \(1\).

## Invertibility of \(U\)

The hypothesis `IsUnit U` says that \(U\) has a two-sided matrix inverse. Physically, \(C\) sends no state to zero. Acting on single-particle states, a physical particle-hole operator is antiunitary, with \(U\) unitary and often \(U\overline U=\pm1\). Neither property is assumed, so the theorems say nothing that depends on the sign. The sign \(-1\) can occur only for even \(N\), since \(\det(U\overline U)=|\det U|^2>0\) while \(\det(-1)=(-1)^N\).

The direct consequence of invertibility and the relation is a pairing of eigenvectors, which needs no Hermiticity. Let \(Hv=Ev\) with \(v\neq0\). Conjugating gives \(\overline H\,\overline v=\overline E\,\overline v\), so
\[ H(U\overline v)=-U\overline H\,\overline v=-\overline E\,(U\overline v), \]
and \(U\overline v\neq0\) because \(\overline v\neq0\) and \(U\) is invertible. The theorem `phConj_eigenvector` states both parts: `phConj U v` is nonzero, and \(H\) multiplies it by `-conj E`. For Hermitian \(H\) the eigenvalue is real and the partner lies at \(-E\).

The proof first converts `hU` into `hU0`, the statement \(\det U\neq0\). If \(U\overline v\) were zero, `Matrix.exists_mulVec_eq_zero_iff` would give \(\det U=0\), which contradicts `hU0`. For the second part, `hc` is \(\overline H\,\overline v=\overline{Hv}\), checked component by component, `hHU` is the relation solved for \(HU\), and the final chain of rewrites is the displayed calculation.

```lean
variable [DecidableEq n]

/-- For invertible `U` with `U conj(H) = -H U`, the particle-hole map sends an eigenvector
of `H` with eigenvalue `E`
to a nonzero vector that `H` multiplies by `-conj E`. -/
theorem phConj_eigenvector {U H : Matrix n n ℂ} (hU : IsUnit U) (h : IsParticleHole U H)
    {E : ℂ} {v : n → ℂ} (hv0 : v ≠ 0) (hv : H *ᵥ v = E • v) :
    phConj U v ≠ 0 ∧ H *ᵥ phConj U v = (-conj E) • phConj U v := by
  have hU0 : U.det ≠ 0 := ((Matrix.isUnit_iff_isUnit_det U).mp hU).ne_zero
  have h' : U * H.map (starRingEnd ℂ) = -H * U := h
  constructor
  · intro h0
    exact hU0 (Matrix.exists_mulVec_eq_zero_iff.mp ⟨star v, star_ne_zero.mpr hv0, h0⟩)
  · -- conjugating the eigenvalue equation
    have hc : H.map (starRingEnd ℂ) *ᵥ star v = star (H *ᵥ v) := by
      ext i
      simp only [Matrix.mulVec, dotProduct, Matrix.map_apply, Pi.star_apply,
        Complex.star_def, map_sum, map_mul]
    have hHU : H * U = -(U * H.map (starRingEnd ℂ)) := by
      rw [h']
      simp
    unfold phConj
    rw [Matrix.mulVec_mulVec, hHU, Matrix.neg_mulVec, ← Matrix.mulVec_mulVec, hc, hv,
      star_smul, Matrix.mulVec_smul, neg_smul, starRingEnd_apply]
```

In the main derivation invertibility is used only for the cancellation in step 3. Without it the relation can be empty: \(U=0\) satisfies \(U\overline H=-HU\) for every \(H\), including \(H=(1)\).

## The three hypotheses together

The theorem `secular_det_neg` takes Hermiticity, invertibility and the relation, and states \(\det(-x-H)=(-1)^N\det(x-H)\) for every complex \(x\), with \(x\) times the identity written as `x • (1 : Matrix n n ℂ)`. It holds for every \(N\), even or odd.

Each hypothesis has one place in the proof. Hermiticity and the relation combine in `h'`, which is \(UH^T=-HU\). The equation `key` is step 2, obtained by expanding both products. Applying the determinant to both sides gives `hdet`, which `Matrix.det_mul` and `Matrix.det_transpose` bring to the form in step 3. Invertibility enters in `hpm`, where `mul_left_cancel₀ hU0` removes \(\det U\). Finally `hneg` writes \(-x-H=-(x+H)\), and `Matrix.det_neg` supplies the factor \((-1)^N\) of step 4.

```lean
/-- For a Hermitian matrix `H` of size `N` that is particle-hole symmetric under an
invertible `U`, the secular determinant obeys
`det(-x - H) = (-1)^N det(x - H)` for every complex `x`. -/
theorem secular_det_neg {U H : Matrix n n ℂ} (hH : H.IsHermitian) (hU : IsUnit U)
    (h : IsParticleHole U H) (x : ℂ) :
    ((-x) • (1 : Matrix n n ℂ) - H).det
      = (-1) ^ Fintype.card n * (x • (1 : Matrix n n ℂ) - H).det := by
  have hU0 : U.det ≠ 0 := ((Matrix.isUnit_iff_isUnit_det U).mp hU).ne_zero
  have h' : U * Hᵀ = -H * U := by
    rw [← conj_eq_transpose hH]
    exact h
  -- U intertwines (x - H)ᵀ with x + H
  have key : U * (x • (1 : Matrix n n ℂ) - H)ᵀ = (x • (1 : Matrix n n ℂ) + H) * U := by
    rw [Matrix.transpose_sub, Matrix.transpose_smul, Matrix.transpose_one, Matrix.mul_sub, h',
      Matrix.add_mul, Matrix.mul_smul, Matrix.smul_mul]
    simp
  have hdet := congrArg Matrix.det key
  rw [Matrix.det_mul, Matrix.det_mul, Matrix.det_transpose] at hdet
  -- cancel det U
  have hpm : (x • (1 : Matrix n n ℂ) + H).det = (x • (1 : Matrix n n ℂ) - H).det := by
    apply mul_left_cancel₀ hU0
    linear_combination (-1 : ℂ) * hdet
  have hneg : (-x) • (1 : Matrix n n ℂ) - H = -(x • (1 : Matrix n n ℂ) + H) := by
    rw [neg_smul]
    abel
  rw [hneg, Matrix.det_neg, hpm]
```

The theorem `charpoly_comp_neg` is the main identity. Mathlib's `H.charpoly` is \(\det(X-H)\), monic of degree \(N\), and `H.charpoly.comp (-X)` is the polynomial \(p(-X)\). The equation is one between polynomials, so it can be compared coefficient by coefficient. In the proof, `hev` identifies the value of \(p\) at \(t\) with \(\det(t-H)\), `Polynomial.funext` reduces equality of complex polynomials to equality at every point, and `secular_det_neg` closes the pointwise claim.

```lean
/-- For a Hermitian matrix of size `N` that is particle-hole symmetric under an invertible
`U`, the characteristic polynomial
obeys `p(-X) = (-1)^N p(X)`. -/
theorem charpoly_comp_neg {U H : Matrix n n ℂ} (hH : H.IsHermitian) (hU : IsUnit U)
    (h : IsParticleHole U H) :
    H.charpoly.comp (-X) = (-1) ^ Fintype.card n * H.charpoly := by
  -- the characteristic polynomial evaluates to the secular determinant
  have hev : ∀ t : ℂ, H.charpoly.eval t = (t • (1 : Matrix n n ℂ) - H).det := by
    intro t
    rw [Matrix.eval_charpoly, Matrix.scalar_apply, Matrix.smul_one_eq_diagonal]
  apply Polynomial.funext
  intro x
  simp only [Polynomial.eval_comp, Polynomial.eval_neg, Polynomial.eval_X, Polynomial.eval_mul,
    Polynomial.eval_pow, Polynomial.eval_one, hev]
  exact secular_det_neg hH hU h x
```

## Parity conditions

The remaining hypotheses are about parity. In `charpoly_coeff_eq_zero` the condition is `Odd (Fintype.card n + k)`, and the conclusion is \(c_k=0\). The case \(k=N-1\) says that \(H\) is traceless. The proof rewrites \(-X\) as a constant times \(X\), so that `Polynomial.comp_C_mul_X_coeff` yields `h2` in the form \(c_k(-1)^k=(-1)^Nc_k\). Oddness enters in `hab`, which is \((-1)^N(-1)^k=-1\). The auxiliary statement `aux` is the arithmetic of step 5: multiply by \((-1)^k\), use \((-1)^k(-1)^k=1\), and obtain \(2c_k=0\).

```lean
/-- For a Hermitian matrix of size `N` that is particle-hole symmetric under an invertible
`U`, the coefficient of `X^k` in the characteristic polynomial vanishes whenever `N + k`
is odd. -/
theorem charpoly_coeff_eq_zero {U H : Matrix n n ℂ} (hH : H.IsHermitian) (hU : IsUnit U)
    (h : IsParticleHole U H) {k : ℕ} (hk : Odd (Fintype.card n + k)) :
    H.charpoly.coeff k = 0 := by
  have hX : (-X : Polynomial ℂ) = Polynomial.C (-1) * X := by simp
  have hC : ((-1) ^ Fintype.card n : Polynomial ℂ)
      = Polynomial.C ((-1) ^ Fintype.card n) := by simp
  have h1 := charpoly_comp_neg hH hU h
  rw [hX, hC] at h1
  -- compare coefficients of X^k
  have h2 : (H.charpoly.comp (Polynomial.C (-1) * X)).coeff k
      = (Polynomial.C ((-1 : ℂ) ^ Fintype.card n) * H.charpoly).coeff k := by
    rw [h1]
  rw [Polynomial.comp_C_mul_X_coeff, Polynomial.coeff_C_mul] at h2
  have hab : (-1 : ℂ) ^ Fintype.card n * (-1) ^ k = -1 := by
    rw [← pow_add]
    exact hk.neg_one_pow
  have hbb : (-1 : ℂ) ^ k * (-1) ^ k = 1 := by
    rw [← mul_pow]
    simp
  have aux : ∀ a b c : ℂ, c * b = a * c → a * b = -1 → b * b = 1 → c = 0 := by
    intro a b c e1 e2 e3
    linear_combination (b / 2) * e1 - (c / 2) * e3 + (c / 2) * e2
  exact aux _ _ _ h2 hab hbb
```

The theorem `zero_multiplicity_parity` needs no parity hypothesis. It states that \(N+m\) is even, where \(m\) is `H.charpoly.rootMultiplicity 0`, the algebraic multiplicity. For Hermitian \(H\) this equals the number of independent zero modes. The proof is by contradiction. If \(N+m\) were odd, \(c_m\) would vanish. The multiplicity of the root \(0\) is the lowest degree with a nonzero coefficient, so a vanishing \(c_m\) would make \(p\) the zero polynomial, which `H.charpoly_monic.ne_zero` excludes.

```lean
/-- For a Hermitian matrix that is particle-hole symmetric under an invertible `U`, the
multiplicity of zero as a root of the characteristic polynomial has the same parity
as the dimension `N`. -/
theorem zero_multiplicity_parity {U H : Matrix n n ℂ} (hH : H.IsHermitian) (hU : IsUnit U)
    (h : IsParticleHole U H) :
    Even (Fintype.card n + H.charpoly.rootMultiplicity 0) := by
  by_contra hne
  have h0 := charpoly_coeff_eq_zero hH hU h (Nat.not_even_iff_odd.mp hne)
  -- the lowest nonzero coefficient sits at the multiplicity of the root zero
  rw [Polynomial.rootMultiplicity_eq_natTrailingDegree'] at h0
  exact H.charpoly_monic.ne_zero (Polynomial.trailingCoeff_eq_zero.mp h0)
```

The hypothesis `Odd (Fintype.card n)` says that the basis has an odd number of states. Levels at \(E\) and \(-E\) come with equal multiplicity, so an odd total leaves at least one at zero. By hand the hypothesis is used in step 6. The theorem `det_eq_zero_of_odd` sets \(x=0\) in `secular_det_neg` without passing through the polynomial. After `Matrix.det_neg` and `hn.neg_one_pow`, the equation `h0` amounts to \(-\det H=\det H\), and the last line divides by two.

```lean
/-- In odd dimension a Hermitian matrix that is particle-hole symmetric under an invertible
`U` has zero determinant. -/
theorem det_eq_zero_of_odd {U H : Matrix n n ℂ} (hH : H.IsHermitian) (hU : IsUnit U)
    (h : IsParticleHole U H) (hn : Odd (Fintype.card n)) :
    H.det = 0 := by
  have h0 := secular_det_neg hH hU h 0
  rw [neg_zero, zero_smul, zero_sub, Matrix.det_neg, hn.neg_one_pow] at h0
  linear_combination (-1 / 2 : ℂ) * h0
```

The theorem `exists_zero_mode_of_odd` states that some \(v\neq0\) has \(Hv=0\), by the equivalence between a vanishing determinant and a nontrivial kernel. It gives no formula for \(v\), no uniqueness, and nothing about localisation or a gap above the mode.

```lean
/-- In odd dimension a Hermitian matrix `H` that is particle-hole symmetric under an
invertible `U` has a zero mode, a nonzero
vector with `H v = 0`. -/
theorem exists_zero_mode_of_odd {U H : Matrix n n ℂ} (hH : H.IsHermitian) (hU : IsUnit U)
    (h : IsParticleHole U H) (hn : Odd (Fintype.card n)) :
    ∃ v : n → ℂ, v ≠ 0 ∧ H *ᵥ v = 0 :=
  Matrix.exists_mulVec_eq_zero_iff.mpr (det_eq_zero_of_odd hH hU h hn)
```

For even \(N\) a zero mode need not exist, as `even_dimension_witness` shows with determinant \(-1\). A Bogoliubov–de Gennes matrix in the full Nambu basis has even size, so for it the theorems give an even \(p\) and an even multiplicity of zero, which may be zero.

## The three test matrices

The first matrix is a three-site chain \(H=iA\) with \(A_{12}=A_{23}=1\), \(A_{21}=A_{32}=-1\) and all other entries zero. Its characteristic polynomial is \(x^3-2x\), with roots \(0\) and \(\pm\sqrt2\).

```lean
/-- A three-site chain with purely imaginary antisymmetric nearest-neighbour couplings. -/
def imaginaryChain : Matrix (Fin 3) (Fin 3) ℂ :=
  !![0, Complex.I, 0; -Complex.I, 0, Complex.I; 0, -Complex.I, 0]
```

The second is \(\mathrm{diag}(1,-1)\), a single level with its hole partner, and the third exchanges the two components.

```lean
/-- A two-level matrix with diagonal entries `1` and `-1`. -/
def twoLevel : Matrix (Fin 2) (Fin 2) ℂ :=
  !![1, 0; 0, -1]

/-- The matrix exchanging the two components of a two-component vector. -/
def swapMatrix : Matrix (Fin 2) (Fin 2) ℂ :=
  !![0, 1; 1, 0]
```

The theorem `odd_dimension_witness` shows that Hermiticity, invertibility and the relation are met by a nonzero matrix of size three, with \(U=1\). It also states \(H(1,0,1)^T=0\); the first and third rows see only the vanishing middle component, and the middle row gives \(-i+i=0\). Hermiticity, the relation and the zero-mode equation are checked entry by entry with `fin_cases`.

```lean
/-- The three-site chain is nonzero, Hermitian, particle-hole symmetric with `U = 1`, and
annihilates the vector `(1, 0, 1)`. -/
theorem odd_dimension_witness :
    imaginaryChain ≠ 0 ∧ imaginaryChain.IsHermitian ∧
      IsUnit (1 : Matrix (Fin 3) (Fin 3) ℂ) ∧ IsParticleHole 1 imaginaryChain ∧
      imaginaryChain *ᵥ ![1, 0, 1] = 0 := by
  refine ⟨?_, ?_, isUnit_one, ?_, ?_⟩
  · intro h
    have h01 := congrFun (congrFun h 0) 1
    simp [imaginaryChain] at h01
  · show imaginaryChainᴴ = imaginaryChain
    ext i j
    rw [Matrix.conjTranspose_apply]
    fin_cases i <;> fin_cases j <;> simp [imaginaryChain]
  · unfold IsParticleHole
    rw [Matrix.one_mul, Matrix.mul_one]
    ext i j
    simp only [Matrix.map_apply, Matrix.neg_apply]
    fin_cases i <;> fin_cases j <;> simp [imaginaryChain]
  · ext i
    simp only [Matrix.mulVec, dotProduct, Fin.sum_univ_three]
    fin_cases i <;> simp [imaginaryChain]
```

The theorem `even_dimension_witness` keeps Hermiticity, invertibility and the relation, and drops oddness. With \(H=\sigma_z\) real and \(U=\sigma_x\), the relation is \(\sigma_x\sigma_z=-\sigma_z\sigma_x\). Invertibility of `swapMatrix` follows from its nonzero determinant, and `twoLevel.det = -1` is the two-by-two formula.

```lean
/-- In dimension two, the two-level matrix is Hermitian and particle-hole symmetric under the
invertible swap matrix, and its determinant is `-1`. -/
theorem even_dimension_witness :
    twoLevel.IsHermitian ∧ IsUnit swapMatrix ∧ IsParticleHole swapMatrix twoLevel ∧
      twoLevel.det = -1 := by
  refine ⟨?_, ?_, ?_, ?_⟩
  · show twoLevelᴴ = twoLevel
    ext i j
    rw [Matrix.conjTranspose_apply]
    fin_cases i <;> fin_cases j <;> simp [twoLevel]
  · rw [Matrix.isUnit_iff_isUnit_det, Matrix.det_fin_two]
    simp [swapMatrix]
  · unfold IsParticleHole
    ext i j
    simp only [Matrix.mul_apply, Fin.sum_univ_two, Matrix.neg_apply, Matrix.map_apply]
    fin_cases i <;> fin_cases j <;> simp [twoLevel, swapMatrix]
  · rw [Matrix.det_fin_two]
    simp [twoLevel]
```

The theorem `nonHermitian_counterexample` drops Hermiticity. It states the relation and \(\det H\neq0\) for \(H=(i)\). That \(U=1\) is invertible, that \(N=1\) is odd and that \((i)\) is not Hermitian are read off directly and are not part of its statement. The example agrees with `phConj_eigenvector`: for \(E=i\) the partner eigenvalue \(-\overline E\) is again \(i\), so an unpaired level is confined to the imaginary axis and not to zero.

```lean
/-- The one by one matrix with entry `i` satisfies the particle-hole relation with `U = 1`
and has nonzero determinant. -/
theorem nonHermitian_counterexample :
    IsParticleHole 1 (!![Complex.I] : Matrix (Fin 1) (Fin 1) ℂ) ∧
      (!![Complex.I] : Matrix (Fin 1) (Fin 1) ℂ).det ≠ 0 := by
  constructor
  · unfold IsParticleHole
    rw [Matrix.one_mul, Matrix.mul_one]
    ext i j
    simp only [Matrix.map_apply, Matrix.neg_apply]
    fin_cases i
    fin_cases j
    simp
  · rw [Matrix.det_fin_one]
    simp

end

end ParticleHoleSymmetry
```

```lean
#print axioms ParticleHoleSymmetry.phConj_eigenvector
#print axioms ParticleHoleSymmetry.zero_multiplicity_parity
#print axioms ParticleHoleSymmetry.exists_zero_mode_of_odd
#print axioms ParticleHoleSymmetry.nonHermitian_counterexample
```

```
'ParticleHoleSymmetry.phConj_eigenvector' depends on axioms: [propext, Classical.choice, Quot.sound]
'ParticleHoleSymmetry.zero_multiplicity_parity' depends on axioms: [propext, Classical.choice, Quot.sound]
'ParticleHoleSymmetry.exists_zero_mode_of_odd' depends on axioms: [propext, Classical.choice, Quot.sound]
'ParticleHoleSymmetry.nonHermitian_counterexample' depends on axioms: [propext, Classical.choice, Quot.sound]
```
